# The resolvent of a finite diagonal Hamiltonian as a pole term plus a series in the reduced resolvent

When I turn a Brillouin–Wigner energy formula into Rayleigh–Schrödinger terms, I replace each denominator $1/(z-E_k)$, where $z$ is the unknown perturbed energy, by powers of the fixed denominator $1/(E_o-E_k)$ of the reference state $o$. For $H_0=\mathrm{diag}(E)$ with real energies, this amounts to

$$(z-H_0)^{-1}=\frac{P}{z-E_o}+\sum_{m\ge 0}(E_o-z)^m R^{m+1},$$

where $P$ projects on state $o$ and $R$ is the reduced resolvent, with entries $1/(E_o-E_k)$ for $k\ne o$ and $0$ at $o$. I believe it holds when $z\neq E_o$ and $|z-E_o|<|E_k-E_o|$ for every $k\neq o$. Can this be made rigorous and checked by machine, with the convergence included?

## One geometric series per energy denominator

Yes, and the reference level may even be degenerate. Let $P$ project on all states with $E_k=E_o$, and let $R$ vanish on that whole level. The gap condition is then needed only for states with $E_k\ne E_o$.

Write $w=E_o-z$ and $d_k=E_o-E_k$, so that $z-E_k=d_k-w$. All the matrices are diagonal, so it is enough to compare diagonal entries.

- If $E_k=E_o$, the resolvent entry is $1/(z-E_o)$. The pole term supplies all of it, and every series term is zero.
- If $E_k\ne E_o$, the pole term is zero. Since $|w|<|d_k|$, the number $d_k-w$ is nonzero and
$$\frac1{z-E_k}=\frac1{d_k}\,\frac1{1-w/d_k}=\sum_{m\ge0}\frac{w^m}{d_k^{\,m+1}}.$$

The terms on the right are the diagonal entries of $w^mR^{m+1}$, which proves the expansion. Conversely, a geometric series with ratio $w/d_k$ converges only if $|w|<|d_k|$, so the gap condition is also necessary for convergence in every entry.

Cutting the series after $N$ terms leaves an exact remainder. Put $G_0=(z-H_0)^{-1}$ and $Q=1-P$, and use $R(E_o-H_0)=Q$. Multiplying $(E_o-H_0-w)G_0=1$ by $R$ from the left gives $QG_0-wRG_0=R$. Because $RP=0$, we have $R=RQ$, hence

$$QG_0=R+wR\,QG_0.$$

Start from $QG_0$ and replace the factor $QG_0$ by this right-hand side $N$ times. Adding $PG_0=P/(z-E_o)$ then yields

$$G_0=\frac{P}{z-E_o}+\sum_{m=0}^{N-1}w^mR^{m+1}+w^NR^NQG_0.$$

This needs only that $z$ differs from every energy, not that the series converges.

## From denominators to matrices in Lean

The finite type `n` labels the basis states, `E : n → ℝ` gives their energies, and `o` is the reference state. `H0`, `P` and `R` are complex diagonal matrices, and `weight` holds the entries of `R`. The sign convention is $1/(E_o-E_k)$. `G0` is the matrix inverse of $z-H_0$, and `seriesTerm` is $(E_o-z)^mR^{m+1}$.

`resolvent_expansion` assumes `hz`, that $z$ is not the reference energy, and `hgap`, that the shift $|z-E_o|$ is smaller than the distance from $E_o$ to every other level. It concludes that `G0` really inverts $z-H_0$, which matters because Lean also assigns a value to the inverse of a singular matrix. It also gives convergence in each entry (`HasSum`) and the expansion itself, with the infinite sum written `∑'`.

`resolvent_expansion_nondegenerate` is your version, with the gap condition for all $k\ne o$ and the projector on state $o$ alone. `resolvent_truncated` is the formula with remainder, and `series_summable_iff` says that the gap condition is necessary and sufficient for entrywise convergence.

The model has finitely many states and is written in the eigenbasis of $H_0$; there is no continuum. No perturbation $V$ appears, so the theorems do not address whether a perturbation series in $V$ converges. That the perturbed energy satisfies `hgap` is an assumption to be examined in each application.

```lean
import Mathlib

open Matrix

namespace ReducedResolventExpansion

noncomputable section

variable {n : Type*} [Fintype n] [DecidableEq n]

/-- The unperturbed Hamiltonian `H0 = diag(E)` with real energies `E k`. -/
def H0 (E : n → ℝ) : Matrix n n ℂ := diagonal fun k => (E k : ℂ)

/-- The projector onto all basis states whose energy equals the reference energy `E o`. -/
def P (E : n → ℝ) (o : n) : Matrix n n ℂ := diagonal fun k => if E k = E o then 1 else 0

/-- The inverse energy denominator `1 / (E o - E k)`, set to zero on the reference level. -/
def weight (E : n → ℝ) (o k : n) : ℂ := if E k = E o then 0 else ((E o : ℂ) - E k)⁻¹

/-- The reduced resolvent `R`, diagonal with the entries `weight E o k`. -/
def R (E : n → ℝ) (o : n) : Matrix n n ℂ := diagonal (weight E o)

/-- The resolvent `(z - H0)⁻¹` of the unperturbed Hamiltonian. -/
def G0 (E : n → ℝ) (z : ℂ) : Matrix n n ℂ := (z • (1 : Matrix n n ℂ) - H0 E)⁻¹

/-- The `m`-th term `(E o - z)^m R^(m+1)` of the expansion around the reference energy. -/
def seriesTerm (E : n → ℝ) (o : n) (z : ℂ) (m : ℕ) : Matrix n n ℂ :=
  ((E o : ℂ) - z) ^ m • R E o ^ (m + 1)

omit [Fintype n] in
/-- The matrix `z - H0` is diagonal with entries `z - E k`. -/
theorem shift_eq (E : n → ℝ) (z : ℂ) :
    z • (1 : Matrix n n ℂ) - H0 E = diagonal fun k => z - (E k : ℂ) := by
  ext i j
  by_cases h : i = j
  · subst h
    simp [H0]
  · simp [H0, Matrix.diagonal_apply_ne _ h, Matrix.one_apply_ne h]

/-- If `z` differs from every energy, `G0` inverts `z - H0` and is diagonal with entries
`1 / (z - E k)`. -/
theorem G0_spec (E : n → ℝ) (z : ℂ) (hz : ∀ k, z ≠ (E k : ℂ)) :
    (z • (1 : Matrix n n ℂ) - H0 E) * G0 E z = 1 ∧
      G0 E z = diagonal fun k => (z - (E k : ℂ))⁻¹ := by
  have h1 : (fun k => (z - (E k : ℂ)) * (z - (E k : ℂ))⁻¹) = fun _ : n => (1 : ℂ) :=
    funext fun k => mul_inv_cancel₀ (sub_ne_zero.mpr (hz k))
  have h : (z • (1 : Matrix n n ℂ) - H0 E) * (diagonal fun k => (z - (E k : ℂ))⁻¹) = 1 := by
    rw [shift_eq, Matrix.diagonal_mul_diagonal]
    exact (congrArg Matrix.diagonal h1).trans Matrix.diagonal_one
  have h2 := Matrix.inv_eq_right_inv h
  unfold G0
  rw [h2]
  exact ⟨h, rfl⟩

/-- The product of `R` with `E o - H0`, in either order, is `1 - P`, and the product of `R`
with `P`, in either order, vanishes. -/
theorem R_spec (E : n → ℝ) (o : n) :
    R E o * ((E o : ℂ) • (1 : Matrix n n ℂ) - H0 E) = 1 - P E o ∧
      ((E o : ℂ) • (1 : Matrix n n ℂ) - H0 E) * R E o = 1 - P E o ∧
      R E o * P E o = 0 ∧ P E o * R E o = 0 := by
  have hw : ∀ k, weight E o k * ((E o : ℂ) - E k) = 1 - (if E k = E o then 1 else 0) := by
    intro k
    unfold weight
    split_ifs with hk
    · simp
    · have hd : (E o : ℂ) - E k ≠ 0 :=
        sub_ne_zero.mpr fun h => hk (Complex.ofReal_injective h).symm
      rw [inv_mul_cancel₀ hd, sub_zero]
  have hp : ∀ k, weight E o k * (if E k = E o then (1 : ℂ) else 0) = 0 := by
    intro k
    unfold weight
    split_ifs <;> simp
  unfold R P
  rw [shift_eq]
  simp only [Matrix.diagonal_mul_diagonal]
  refine ⟨?_, ?_, ?_, ?_⟩
  · ext i j
    by_cases h : i = j
    · subst h
      simp only [Matrix.diagonal_apply_eq, Matrix.sub_apply, Matrix.one_apply_eq]
      exact hw _
    · simp [Matrix.diagonal_apply_ne _ h, Matrix.one_apply_ne h]
  · ext i j
    by_cases h : i = j
    · subst h
      simp only [Matrix.diagonal_apply_eq, Matrix.sub_apply, Matrix.one_apply_eq]
      exact (mul_comm _ _).trans (hw _)
    · simp [Matrix.diagonal_apply_ne _ h, Matrix.one_apply_ne h]
  · ext i j
    by_cases h : i = j
    · subst h
      simp only [Matrix.diagonal_apply_eq, Matrix.zero_apply]
      exact hp _
    · simp [Matrix.diagonal_apply_ne _ h]
  · ext i j
    by_cases h : i = j
    · subst h
      simp only [Matrix.diagonal_apply_eq, Matrix.zero_apply]
      exact (mul_comm _ _).trans (hp _)
    · simp [Matrix.diagonal_apply_ne _ h]

/-- A matrix `X` with `X (E o - H0) = 1 - P` and `X P = 0` is the reduced resolvent. -/
theorem R_unique (E : n → ℝ) (o : n) (X : Matrix n n ℂ)
    (hX : X * ((E o : ℂ) • (1 : Matrix n n ℂ) - H0 E) = 1 - P E o) (hP : X * P E o = 0) :
    X = R E o := by
  obtain ⟨_, h2, _, h4⟩ := R_spec E o
  calc X = X * (1 - P E o) := by rw [Matrix.mul_sub, hP, Matrix.mul_one, sub_zero]
    _ = X * (((E o : ℂ) • (1 : Matrix n n ℂ) - H0 E) * R E o) := by rw [h2]
    _ = (1 - P E o) * R E o := by rw [← Matrix.mul_assoc, hX]
    _ = R E o := by rw [Matrix.sub_mul, h4, Matrix.one_mul, sub_zero]

/-- Each term of the expansion is diagonal with entries `r ((E o - z) r)^m`, where `r` is the
corresponding diagonal entry of `R`. -/
theorem seriesTerm_eq (E : n → ℝ) (o : n) (z : ℂ) (m : ℕ) :
    seriesTerm E o z m =
      diagonal fun k => weight E o k * (((E o : ℂ) - z) * weight E o k) ^ m := by
  unfold seriesTerm R
  rw [Matrix.diagonal_pow]
  ext i j
  by_cases h : i = j
  · subst h
    simp only [Matrix.smul_apply, Matrix.diagonal_apply_eq, Pi.pow_apply, smul_eq_mul, mul_pow]
    ring
  · simp [Matrix.diagonal_apply_ne _ h]

/-- For real `a` and `b`, the complex modulus of `a - b` equals the real absolute value `|b - a|`. -/
theorem norm_denominator (a b : ℝ) : ‖(a : ℂ) - b‖ = |b - a| := by
  rw [← Complex.ofReal_sub, Complex.norm_real, Real.norm_eq_abs, abs_sub_comm]

/-- For a shift `w` smaller in modulus than the denominator `d`, the shifted denominator
`d - w` is nonzero and `∑ d⁻¹ (w d⁻¹)^m` converges to `1 / (d - w)`. -/
theorem denominator_series {d w : ℂ} (h : ‖w‖ < ‖d‖) :
    d - w ≠ 0 ∧ HasSum (fun m : ℕ => d⁻¹ * (w * d⁻¹) ^ m) (d - w)⁻¹ := by
  have hd : 0 < ‖d‖ := lt_of_le_of_lt (norm_nonneg _) h
  have hd0 : d ≠ 0 := norm_pos_iff.mp hd
  have hne : d - w ≠ 0 := by
    intro h0
    rw [sub_eq_zero.mp h0] at h
    exact lt_irrefl _ h
  have hlt : ‖w * d⁻¹‖ < 1 := by
    rw [norm_mul, norm_inv, ← div_eq_mul_inv, div_lt_one hd]
    exact h
  -- geometric series with ratio w / d
  have hs := (hasSum_geometric_of_norm_lt_one hlt).mul_left d⁻¹
  have e1 : d * (1 - w * d⁻¹) = d - w := by
    linear_combination (-w) * mul_inv_cancel₀ hd0
  have e : d⁻¹ * (1 - w * d⁻¹)⁻¹ = (d - w)⁻¹ := by
    rw [← mul_inv, e1]
  rw [e] at hs
  exact ⟨hne, hs⟩

/-- If `z ≠ E o` is closer to `E o` than every energy different from `E o`, then `G0` inverts
`z - H0`, the series `∑ (E o - z)^m R^(m+1)` converges entrywise to `G0 - P / (z - E o)`, and
`G0 = P / (z - E o) + ∑ (E o - z)^m R^(m+1)` entrywise. -/
theorem resolvent_expansion (E : n → ℝ) (o : n) (z : ℂ) (hz : z ≠ (E o : ℂ))
    (hgap : ∀ k, E k ≠ E o → ‖z - (E o : ℂ)‖ < |E k - E o|) :
    (z • (1 : Matrix n n ℂ) - H0 E) * G0 E z = 1 ∧
      (∀ i j, HasSum (fun m => seriesTerm E o z m i j)
        ((G0 E z - (z - (E o : ℂ))⁻¹ • P E o) i j)) ∧
      ∀ i j, G0 E z i j =
        ((z - (E o : ℂ))⁻¹ • P E o) i j + ∑' m, seriesTerm E o z m i j := by
  have hg : ∀ k, E k ≠ E o → ‖(E o : ℂ) - z‖ < ‖(E o : ℂ) - E k‖ := by
    intro k hk
    rw [norm_denominator (E o) (E k), norm_sub_rev]
    exact hgap k hk
  -- z avoids the whole spectrum
  have hspec : ∀ k, z ≠ (E k : ℂ) := by
    intro k
    by_cases hk : E k = E o
    · rw [hk]
      exact hz
    · intro h
      apply (denominator_series (hg k hk)).1
      linear_combination h
  obtain ⟨hG1, hG2⟩ := G0_spec E z hspec
  have hs : ∀ i j, HasSum (fun m => seriesTerm E o z m i j)
      ((G0 E z - (z - (E o : ℂ))⁻¹ • P E o) i j) := by
    intro i j
    rw [hG2]
    simp only [seriesTerm_eq]
    by_cases h : i = j
    · subst h
      simp only [P, Matrix.diagonal_apply_eq, Matrix.sub_apply, Matrix.smul_apply,
        smul_eq_mul, weight]
      by_cases hk : E i = E o
      · -- on the reference level the pole term is the whole resolvent
        simp [hk, hasSum_zero]
      · -- off the reference level the series is geometric
        simp only [if_neg hk, mul_zero, sub_zero]
        have h2 := (denominator_series (hg i hk)).2
        have e : ((E o : ℂ) - E i) - ((E o : ℂ) - z) = z - E i := by ring
        rw [e] at h2
        exact h2
    · simp [P, Matrix.diagonal_apply_ne _ h, hasSum_zero]
  refine ⟨hG1, hs, ?_⟩
  intro i j
  rw [(hs i j).tsum_eq]
  simp only [Matrix.sub_apply]
  ring

/-- If `z ≠ E o` is closer to `E o` than the energy of every state `k ≠ o`, then `G0` inverts
`z - H0` and equals, entrywise, the projector on state `o` divided by `z - E o` plus the
convergent series `∑ (E o - z)^m R^(m+1)`. -/
theorem resolvent_expansion_nondegenerate (E : n → ℝ) (o : n) (z : ℂ) (hz : z ≠ (E o : ℂ))
    (hgap : ∀ k, k ≠ o → ‖z - (E o : ℂ)‖ < |E k - E o|) :
    (z • (1 : Matrix n n ℂ) - H0 E) * G0 E z = 1 ∧
      ∀ i j, Summable (fun m => seriesTerm E o z m i j) ∧
        G0 E z i j =
          ((z - (E o : ℂ))⁻¹ • (diagonal fun k => if k = o then (1 : ℂ) else 0)) i j +
            ∑' m, seriesTerm E o z m i j := by
  -- the gap condition forces the reference level to be nondegenerate
  have hnd : ∀ k, k ≠ o → E k ≠ E o := by
    intro k hk h
    have h1 := hgap k hk
    rw [h, sub_self, abs_zero] at h1
    exact absurd h1 (not_lt.mpr (norm_nonneg _))
  have hP : P E o = diagonal fun k => if k = o then (1 : ℂ) else 0 := by
    unfold P
    congr 1
    funext k
    by_cases hk : k = o
    · simp [hk]
    · have h1 := hnd k hk
      simp [hk, h1]
  obtain ⟨h1, h2, h3⟩ := resolvent_expansion E o z hz
    (fun k hk => hgap k fun h => hk (by rw [h]))
  refine ⟨h1, fun i j => ⟨(h2 i j).summable, ?_⟩⟩
  rw [← hP]
  exact h3 i j

/-- For any `z` different from every energy, the expansion cut after `N` terms is exact with
remainder `(E o - z)^N R^N (1 - P) G0`. -/
theorem resolvent_truncated (E : n → ℝ) (o : n) (z : ℂ) (hz : ∀ k, z ≠ (E k : ℂ)) (N : ℕ) :
    G0 E z = (z - (E o : ℂ))⁻¹ • P E o + ∑ m ∈ Finset.range N, seriesTerm E o z m +
      ((E o : ℂ) - z) ^ N • (R E o ^ N * (1 - P E o) * G0 E z) := by
  obtain ⟨hG1, hG2⟩ := G0_spec E z hz
  obtain ⟨h1, _, h3, _⟩ := R_spec E o
  have hS : z • (1 : Matrix n n ℂ) - H0 E =
      ((E o : ℂ) • (1 : Matrix n n ℂ) - H0 E) - ((E o : ℂ) - z) • (1 : Matrix n n ℂ) := by
    rw [sub_smul]
    abel
  -- resolvent identity on the complement of the reference level
  have key : (1 - P E o) * G0 E z =
      R E o + ((E o : ℂ) - z) • (R E o * (1 - P E o) * G0 E z) := by
    have hRQ : R E o * (1 - P E o) = R E o := by
      rw [Matrix.mul_sub, h3, Matrix.mul_one, sub_zero]
    have h : R E o * ((z • (1 : Matrix n n ℂ) - H0 E) * G0 E z) = R E o := by
      rw [hG1, Matrix.mul_one]
    rw [hS, ← Matrix.mul_assoc, Matrix.mul_sub, h1, Matrix.sub_mul, Matrix.mul_smul,
      Matrix.mul_one, Matrix.smul_mul] at h
    rw [hRQ]
    exact sub_eq_iff_eq_add.mp h
  -- pole term on the reference level
  have base : P E o * G0 E z = (z - (E o : ℂ))⁻¹ • P E o := by
    rw [hG2]
    unfold P
    rw [Matrix.diagonal_mul_diagonal]
    ext i j
    by_cases h : i = j
    · subst h
      by_cases hk : E i = E o <;> simp [hk]
    · simp [Matrix.diagonal_apply_ne _ h]
  induction N with
  | zero =>
    simp only [Finset.range_zero, Finset.sum_empty, pow_zero, one_smul, add_zero,
      Matrix.one_mul, Matrix.sub_mul, base]
    abel
  | succ N ih =>
    have step : ((E o : ℂ) - z) ^ N • (R E o ^ N * (1 - P E o) * G0 E z) =
        seriesTerm E o z N +
          ((E o : ℂ) - z) ^ (N + 1) • (R E o ^ (N + 1) * (1 - P E o) * G0 E z) := by
      rw [Matrix.mul_assoc (R E o ^ N), key]
      unfold seriesTerm
      simp only [Matrix.mul_add, Matrix.mul_smul, smul_add, smul_smul, pow_succ,
        Matrix.mul_assoc]
    rw [Finset.sum_range_succ]
    rw [step] at ih
    exact ih.trans (by abel)

/-- The series `∑ (E o - z)^m R^(m+1)` is summable in every entry exactly when `z` is closer
to `E o` than every energy different from `E o`. -/
theorem series_summable_iff (E : n → ℝ) (o : n) (z : ℂ) :
    (∀ i j, Summable fun m => seriesTerm E o z m i j) ↔
      ∀ k, E k ≠ E o → ‖z - (E o : ℂ)‖ < |E k - E o| := by
  constructor
  · intro h k hk
    have hd : (E o : ℂ) - E k ≠ 0 :=
      sub_ne_zero.mpr fun h => hk (Complex.ofReal_injective h).symm
    have hs := h k k
    simp only [seriesTerm_eq, Matrix.diagonal_apply_eq, weight, if_neg hk] at hs
    -- a geometric series converges only for ratio of modulus below one
    have h2 := summable_geometric_iff_norm_lt_one.mp
      ((summable_mul_left_iff (inv_ne_zero hd)).mp hs)
    rw [norm_mul, norm_inv, ← div_eq_mul_inv, div_lt_one (norm_pos_iff.mpr hd),
      norm_denominator (E o) (E k), norm_sub_rev] at h2
    exact h2
  · intro h i j
    simp only [seriesTerm_eq]
    by_cases hij : i = j
    · subst hij
      simp only [Matrix.diagonal_apply_eq, weight]
      by_cases hk : E i = E o
      · simp [hk, summable_zero]
      · simp only [if_neg hk]
        have hg : ‖(E o : ℂ) - z‖ < ‖(E o : ℂ) - E i‖ := by
          rw [norm_denominator (E o) (E i), norm_sub_rev]
          exact h i hk
        exact (denominator_series hg).2.summable
    · simp [Matrix.diagonal_apply_ne _ hij, summable_zero]

end

end ReducedResolventExpansion
```

```lean
#print axioms ReducedResolventExpansion.seriesTerm_eq
#print axioms ReducedResolventExpansion.resolvent_expansion_nondegenerate
#print axioms ReducedResolventExpansion.resolvent_truncated
#print axioms ReducedResolventExpansion.series_summable_iff
```

```
'ReducedResolventExpansion.seriesTerm_eq' depends on axioms: [propext, Classical.choice, Quot.sound]
'ReducedResolventExpansion.resolvent_expansion_nondegenerate' depends on axioms: [propext, Classical.choice, Quot.sound]
'ReducedResolventExpansion.resolvent_truncated' depends on axioms: [propext, Classical.choice, Quot.sound]
'ReducedResolventExpansion.series_summable_iff' depends on axioms: [propext, Classical.choice, Quot.sound]
```

## How the checked proof follows the algebra

`shift_eq` and `G0_spec` show that $z-H_0$ is diagonal and invert it entry by entry. `R_spec` proves $R(E_o-H_0)=(E_o-H_0)R=1-P$ and $RP=PR=0$. `R_unique` shows that two of these relations determine $R$: if $X(E_o-H_0)=1-P$ and $XP=0$, then $X=X(1-P)=X(E_o-H_0)R=(1-P)R=R$.

`seriesTerm_eq` reduces each matrix term to the scalars $r(wr)^m$, with $r$ the entry of $R$. `denominator_series` sums them by Mathlib's geometric series, and `norm_denominator` translates between the complex modulus and the real energy gap.

The main theorem first uses `hz` and the gap condition to keep $z$ away from every energy. It then splits into off-diagonal entries, entries on the reference level and entries off it, as in the derivation. In the nondegenerate version, a second state at $E_o$ would require $|z-E_o|<0$, so `P` reduces to the projector on $o$.

In `resolvent_truncated`, `key` is the equation for $QG_0$, `base` is the pole term, and induction on `N` performs the repeated insertion. `series_summable_iff` obtains necessity from the diagonal entry at each state off the reference level.

## The expansion in a second-order energy

In a program, $R$ can be stored as a vector of inverse denominators with zeros on the reference level; applying $R^{m+1}$ means multiplying elementwise by that vector $m+1$ times. For $E_o=0$, $E_k=1$ and $z=-0.2$, the partial sums are $-1,\,-0.8,\,-0.84,\,-0.832,\dots$, approaching $-1/1.2\approx-0.8333$.

For a nondegenerate reference state in a finite basis, the second-order Brillouin–Wigner term is $\sum_{k\ne o}|V_{ok}|^2/(z-E_k)$. Its $m=0$ part is the second-order Rayleigh–Schrödinger energy. The $m=1$ part is $-(z-E_o)\sum_{k\neq o}|V_{ok}|^2/(E_o-E_k)^2$; replacing $z-E_o$ by its first-order value $V_{oo}$ gives the subtracted term of the third-order energy.
